# The harmonic oscillator's partition function as a Boltzmann sum over its energy levels

For a single harmonic oscillator with frequency `ω > 0` at inverse temperature `β > 0`, in units where ħ = 1, `oscZ_hasSum` states that the Boltzmann factors exp(−βω(n + 1/2)), summed over n = 0, 1, 2, …, converge to 1/(2 sinh(βω/2)). The levels ω(n + 1/2) are written into the statement, not derived from a Hamiltonian. The proof takes out the zero-point factor exp(−βω/2), which leaves a geometric series with ratio exp(−βω). It then shows that the sum of this series, multiplied by that factor, equals the closed form `oscZ ω β`.

As first written in Lean, the proof fails:

```lean
import Mathlib

open Real

namespace NegativeSpecificHeat

noncomputable section

/-- Partition function of an oscillator of frequency `ω`, with `ħ = 1`. -/
def oscZ (ω β : ℝ) : ℝ := 1 / (2 * sinh (β * ω / 2))

/-- The oscillator partition function is the Boltzmann sum over the levels `ω(n + 1/2)`. -/
theorem oscZ_hasSum {ω β : ℝ} (hω : 0 < ω) (hβ : 0 < β) :
    HasSum (fun n : ℕ => exp (-(β * (ω * (n + 1 / 2))))) (oscZ ω β) := by
  have hx : 0 < β * ω := mul_pos hβ hω
  have hr : exp (-(β * ω)) < 1 := Real.exp_lt_one (by linarith)
  have h := (hasSum_geometric_of_lt_one (exp_pos _).le hr).mul_left (exp (-(β * ω / 2)))
  have hfun : (fun n : ℕ => exp (-(β * (ω * (n + 1 / 2))))) =
      fun n : ℕ => exp (-(β * ω / 2)) * exp (-(β * ω)) ^ n := by
    funext n
    rw [← Real.exp_nat_mul, ← Real.exp_add]
    congr 1
    ring
  have h1 : exp (-(β * ω)) = exp (-(β * ω / 2)) * exp (-(β * ω / 2)) := by
    rw [← Real.exp_add]
    congr 1
    ring
  have h2 : exp (β * ω / 2) * exp (-(β * ω / 2)) = 1 := by
    rw [← Real.exp_add, add_neg_cancel, Real.exp_zero]
  have h3 : 1 - exp (-(β * ω)) = exp (-(β * ω / 2)) * (2 * sinh (β * ω / 2)) := by
    rw [h1, Real.sinh_eq]
    linear_combination -h2
  have hval : oscZ ω β = exp (-(β * ω / 2)) * (1 - exp (-(β * ω)))⁻¹ := by
    unfold oscZ
    rw [h3, mul_inv, ← mul_assoc, mul_inv_cancel₀ (Real.exp_ne_zero _), one_mul, one_div]
  rw [hfun, hval]
  exact h

end

end NegativeSpecificHeat
```

Lean reports:

```
Main.lean:16:34: error(lean.unknownIdentifier): Unknown constant `Real.exp_lt_one`
```

Cause. The geometric series lemma `hasSum_geometric_of_lt_one` needs the ratio to be less than one, and `hr` is meant to supply that fact: exp(−βω) < 1. Its proof calls `Real.exp_lt_one`, but Lean reports that it knows no constant of that name. The inequality itself is true; the failure is in the name used to justify it.

The repair uses `Real.exp_lt_one_iff` instead, an equivalence between `exp x < 1` and `x < 0`. The `.2` selects the direction needed here, from a negative exponent to an exponential below one. What remains to be shown is `-(β * ω) < 0`, which `linarith` obtains from `hx : 0 < β * ω`. The statement of `hr` is unchanged, so the rest of the proof uses it as before.

The mended proof, as a diff:

```diff
@@ -14,5 +14,5 @@
     HasSum (fun n : ℕ => exp (-(β * (ω * (n + 1 / 2))))) (oscZ ω β) := by
   have hx : 0 < β * ω := mul_pos hβ hω
-  have hr : exp (-(β * ω)) < 1 := Real.exp_lt_one (by linarith)
+  have hr : exp (-(β * ω)) < 1 := Real.exp_lt_one_iff.2 (by linarith)
   have h := (hasSum_geometric_of_lt_one (exp_pos _).le hr).mul_left (exp (-(β * ω / 2)))
   have hfun : (fun n : ℕ => exp (-(β * (ω * (n + 1 / 2))))) =
```
